# PW86 and B86b exchange enhancement factors both grow as s^(2/5) at large reduced gradient

The reduced gradient of an electron density n is

s = |∇n| / (2 k_F n), with k_F = (3π²n)^(1/3).

For a spin-unpolarised density, a semilocal exchange functional of the generalised-gradient type multiplies the local-density exchange energy density, which is proportional to n^(4/3), by an enhancement factor F(s). In the exponential tails of atoms and molecules |∇n| falls off in proportion to n, which is slower than the n^(4/3) in the denominator of s, and s becomes large. The growth of F then determines how strongly the gradient correction acts there.

Two forms of F are compared, with real parameters a, b, c, m, k:

PW86(s) = (1 + a s² + b s⁴ + c s⁶)^(1/15)

B86b(s) = 1 + m s² / (1 + m s²/k)^(4/5)

The letters m and k are usually written μ and κ; k is not a wavevector. The parameter m is the coefficient of s² in B86b at small gradient, and k sets the scale m s² ≈ k at which the quadratic rise gives way to slower growth. The coefficient c weights the highest power in the PW86 polynomial. All three are taken to be positive, while a and b may have either sign.

## One exponent, two prefactors

For c, m, k > 0, as s → ∞,

PW86(s) / s^(2/5) → c^(1/15)

B86b(s) / s^(2/5) → m^(1/5) k^(4/5)

Hence the ratio of the two factors has a finite positive limit:

PW86(s) / B86b(s) → c^(1/15) / (m^(1/5) k^(4/5))

This limit is 1 exactly when c = m³ k¹². Both factors also exceed any given constant once s is large enough. In particular, k does not bound B86b, unlike the κ of the PBE exchange factor.

## Density tails on an integration grid

Exchange of these two forms is combined with dispersion corrections and nonlocal correlation in calculations on weakly bound systems. For positive c, m and k, the limits describe how the two factors behave at grid points where s is very large.

Codes often skip points where the density is below a threshold. At the points that are kept, s can be formed from n and |∇n|. With t = 1/s², the factorised expressions derived below read

PW86 = s^(2/5) · (c + t(b + t(a + t)))^(1/15)

B86b = 1 + s^(2/5) · m / (t + m/k)^(4/5)

These expressions are meant for large s, where t is small and the large power s⁶ need not be formed. At small s, where t diverges, and at s = 0, the original expressions are the ones to evaluate.

The exponent also fixes how the exchange energy density scales. Since s is proportional to |∇n|/n^(4/3), a factor growing as s^(2/5) turns n^(4/3) F into a quantity proportional to n^(4/5) |∇n|^(2/5). In an exponential tail, where |∇n| is proportional to n, this is n^(6/5), which still decays although F diverges.

A numerical case shows what equal prefactors mean. Take a = b = 0 and c = m = k = 1, so that c = m³ k¹² holds. At s = 10⁵, PW86 is 100 and B86b is 101, up to tiny corrections. The ratio approaches 1, but the additive 1 in B86b remains as a difference.

## Extracting the leading power

Let s > 0. Taking s⁶ out of the PW86 polynomial gives

1 + a s² + b s⁴ + c s⁶ = s⁶ g(s), with g(s) = c + b/s² + a/s⁴ + 1/s⁶.

Where g(s) ≥ 0, the power of the product splits:

PW86(s) = (s⁶)^(1/15) g(s)^(1/15) = s^(2/5) g(s)^(1/15).

The inverse powers vanish as s → ∞, so g(s) → c. Because c > 0, g(s) is positive for all sufficiently large s, whatever the signs of a and b. Dividing by s^(2/5) and using continuity of the power at c gives the limit c^(1/15).

For B86b, take s² out of the bracket in the denominator:

1 + m s²/k = s² q(s), with q(s) = 1/s² + m/k.

Here q(s) > 0, so the denominator is s^(8/5) q(s)^(4/5). Since s² / s^(8/5) = s^(2/5),

B86b(s) = 1 + s^(2/5) m / q(s)^(4/5).

Division by s^(2/5) gives

B86b(s) / s^(2/5) = 1/s^(2/5) + m / q(s)^(4/5).

The first term tends to 0 and q(s) tends to m/k. The limit is therefore

m / (m/k)^(4/5) = m · k^(4/5) / m^(4/5) = m^(1/5) k^(4/5).

In the quotient of the two scaled factors, s^(2/5) cancels. The denominator has a nonzero limit, so the limit of PW86/B86b is the quotient of the two prefactors. It equals 1 exactly when

c^(1/15) = m^(1/5) k^(4/5).

Both sides are positive, so raising them to the fifteenth power gives the equivalent condition c = m³ k¹².

Finally, each factor is s^(2/5) times a quantity with a positive limit. Since s^(2/5) diverges, so does the factor.

## Lean definitions and theorems for the two factors

```lean
import Mathlib

open Filter Topology

namespace ExchangeEnhancementGrowth

noncomputable section

/-- The PW86 form of the exchange enhancement factor at reduced gradient `s`, used where the
polynomial in the bracket is nonnegative. -/
def pw86 (a b c s : ℝ) : ℝ :=
  (1 + a * s ^ 2 + b * s ^ 4 + c * s ^ 6) ^ (1 / 15 : ℝ)

/-- The B86b form of the exchange enhancement factor at reduced gradient `s`, for parameters
`m, k > 0`. -/
def b86b (m k s : ℝ) : ℝ :=
  1 + m * s ^ 2 / (1 + m * s ^ 2 / k) ^ (4 / 5 : ℝ)

/-- For `s > 0` the PW86 factor is `s^(2/5)` times a power of a bracket in inverse powers of `s`,
provided that this bracket is nonnegative. -/
theorem pw86_factored {a b c s : ℝ} (hs : 0 < s)
    (hg : 0 ≤ c + b / s ^ 2 + a / s ^ 4 + 1 / s ^ 6) :
    pw86 a b c s =
      s ^ (2 / 5 : ℝ) * (c + b / s ^ 2 + a / s ^ 4 + 1 / s ^ 6) ^ (1 / 15 : ℝ) := by
  have hs0 : s ≠ 0 := hs.ne'
  -- take the leading power out of the polynomial
  have h : 1 + a * s ^ 2 + b * s ^ 4 + c * s ^ 6 =
      s ^ 6 * (c + b / s ^ 2 + a / s ^ 4 + 1 / s ^ 6) := by
    field_simp
    ring
  have hp : (s ^ 6) ^ (1 / 15 : ℝ) = s ^ (2 / 5 : ℝ) := by
    rw [← Real.rpow_natCast s 6, ← Real.rpow_mul hs.le]
    norm_num
  unfold pw86
  rw [h, Real.mul_rpow (pow_pos hs 6).le hg, hp]

/-- For `s, m, k > 0` the gradient correction in the B86b factor is `s^(2/5)` times an expression
that depends on `s` only through `1/s²`. -/
theorem b86b_factored {m k s : ℝ} (hm : 0 < m) (hk : 0 < k) (hs : 0 < s) :
    b86b m k s =
      1 + s ^ (2 / 5 : ℝ) * (m / (1 / s ^ 2 + m / k) ^ (4 / 5 : ℝ)) := by
  have hs0 : s ≠ 0 := hs.ne'
  have hk0 : k ≠ 0 := hk.ne'
  have hq : 0 < 1 / s ^ 2 + m / k := by positivity
  have h : 1 + m * s ^ 2 / k = s ^ 2 * (1 / s ^ 2 + m / k) := by
    field_simp
  have hp : (s ^ 2) ^ (4 / 5 : ℝ) = s ^ (8 / 5 : ℝ) := by
    rw [← Real.rpow_natCast s 2, ← Real.rpow_mul hs.le]
    norm_num
  have h2 : s ^ (2 / 5 : ℝ) * s ^ (8 / 5 : ℝ) = s ^ 2 := by
    rw [← Real.rpow_add hs, ← Real.rpow_natCast s 2]
    norm_num
  have hu : s ^ (8 / 5 : ℝ) ≠ 0 := (Real.rpow_pos_of_pos hs _).ne'
  have hD : (1 / s ^ 2 + m / k) ^ (4 / 5 : ℝ) ≠ 0 := (Real.rpow_pos_of_pos hq _).ne'
  unfold b86b
  rw [h, Real.mul_rpow (sq_nonneg s) hq.le, hp]
  -- the rest is cancellation of the common power s^(8/5)
  generalize (1 / s ^ 2 + m / k) ^ (4 / 5 : ℝ) = D at hD ⊢
  rw [← h2]
  clear h2 hp
  generalize s ^ (8 / 5 : ℝ) = u at hu ⊢
  generalize s ^ (2 / 5 : ℝ) = v
  field_simp

/-- Inverse positive integer powers of the reduced gradient vanish at large gradient. -/
theorem inverse_power_vanishes (d : ℝ) {n : ℕ} (hn : n ≠ 0) :
    Tendsto (fun s : ℝ => d / s ^ n) atTop (𝓝 0) :=
  tendsto_const_nhds.div_atTop (tendsto_pow_atTop hn)

/-- For `c > 0` the PW86 factor divided by `s^(2/5)` tends to `c^(1/15)` at large reduced
gradient. -/
theorem pw86_growth (a b : ℝ) {c : ℝ} (hc : 0 < c) :
    Tendsto (fun s => pw86 a b c s / s ^ (2 / 5 : ℝ)) atTop (𝓝 (c ^ (1 / 15 : ℝ))) := by
  have h0 : Tendsto (fun _ : ℝ => c) atTop (𝓝 c) := tendsto_const_nhds
  have hg : Tendsto (fun s : ℝ => c + b / s ^ 2 + a / s ^ 4 + 1 / s ^ 6) atTop (𝓝 c) := by
    have h := ((h0.add (inverse_power_vanishes b (n := 2) (by norm_num))).add
      (inverse_power_vanishes a (n := 4) (by norm_num))).add
      (inverse_power_vanishes 1 (n := 6) (by norm_num))
    simp only [add_zero] at h
    exact h
  refine (hg.rpow_const (p := (1 / 15 : ℝ)) (Or.inl hc.ne')).congr' ?_
  -- the bracket is eventually positive, so the factorisation applies
  filter_upwards [eventually_gt_atTop (0 : ℝ), hg.eventually (lt_mem_nhds hc)] with s hs hp
  rw [pw86_factored hs hp.le, mul_div_cancel_left₀ _ (Real.rpow_pos_of_pos hs _).ne']

/-- For `m, k > 0` the B86b factor divided by `s^(2/5)` tends to `m^(1/5) k^(4/5)` at large
reduced gradient. -/
theorem b86b_growth {m k : ℝ} (hm : 0 < m) (hk : 0 < k) :
    Tendsto (fun s => b86b m k s / s ^ (2 / 5 : ℝ)) atTop
      (𝓝 (m ^ (1 / 5 : ℝ) * k ^ (4 / 5 : ℝ))) := by
  have hmk : 0 < m / k := div_pos hm hk
  have hq : Tendsto (fun s : ℝ => 1 / s ^ 2 + m / k) atTop (𝓝 (m / k)) := by
    have h := (inverse_power_vanishes 1 (n := 2) (by norm_num)).add
      (tendsto_const_nhds : Tendsto (fun _ : ℝ => m / k) atTop (𝓝 (m / k)))
    rw [zero_add] at h
    exact h
  have h1 : Tendsto (fun s : ℝ => 1 / s ^ (2 / 5 : ℝ)) atTop (𝓝 0) :=
    tendsto_const_nhds.div_atTop (tendsto_rpow_atTop (by norm_num))
  have hm0 : Tendsto (fun _ : ℝ => m) atTop (𝓝 m) := tendsto_const_nhds
  have h := h1.add (hm0.div (hq.rpow_const (p := (4 / 5 : ℝ)) (Or.inl hmk.ne'))
    (Real.rpow_pos_of_pos hmk _).ne')
  -- simplify the limiting constant
  have hval : 0 + m / (m / k) ^ (4 / 5 : ℝ) = m ^ (1 / 5 : ℝ) * k ^ (4 / 5 : ℝ) := by
    have e : m ^ (1 / 5 : ℝ) * m ^ (4 / 5 : ℝ) = m := by
      rw [← Real.rpow_add hm]
      norm_num
    rw [zero_add, Real.div_rpow hm.le hk.le, div_div_eq_mul_div,
      div_eq_iff (Real.rpow_pos_of_pos hm _).ne']
    linear_combination (-(k ^ (4 / 5 : ℝ))) * e
  rw [hval] at h
  refine h.congr' ?_
  filter_upwards [eventually_gt_atTop (0 : ℝ)] with s hs
  rw [b86b_factored hm hk hs, add_div,
    mul_div_cancel_left₀ _ (Real.rpow_pos_of_pos hs _).ne']
  rfl

/-- For `c, m, k > 0` the ratio of the PW86 and B86b factors tends to the constant
`c^(1/15) / (m^(1/5) k^(4/5))` at large reduced gradient. -/
theorem pw86_b86b_common_growth (a b : ℝ) {c m k : ℝ} (hc : 0 < c) (hm : 0 < m) (hk : 0 < k) :
    Tendsto (fun s => pw86 a b c s / b86b m k s) atTop
      (𝓝 (c ^ (1 / 15 : ℝ) / (m ^ (1 / 5 : ℝ) * k ^ (4 / 5 : ℝ)))) := by
  have hL : m ^ (1 / 5 : ℝ) * k ^ (4 / 5 : ℝ) ≠ 0 := by positivity
  refine ((pw86_growth a b hc).div (b86b_growth hm hk) hL).congr' ?_
  filter_upwards [eventually_gt_atTop (0 : ℝ)] with s hs
  exact div_div_div_cancel_right₀ (Real.rpow_pos_of_pos hs _).ne' _ _

/-- For `c, m, k > 0` the ratio of the PW86 and B86b factors tends to one at large reduced
gradient exactly when `c = m³ k¹²`. -/
theorem asymptotic_match_iff (a b : ℝ) {c m k : ℝ} (hc : 0 < c) (hm : 0 < m) (hk : 0 < k) :
    Tendsto (fun s => pw86 a b c s / b86b m k s) atTop (𝓝 1) ↔ c = m ^ 3 * k ^ 12 := by
  have hmk : 0 < m ^ 3 * k ^ 12 := by positivity
  -- write the B86b constant as a fifteenth root
  have key : m ^ (1 / 5 : ℝ) * k ^ (4 / 5 : ℝ) = (m ^ 3 * k ^ 12) ^ (1 / 15 : ℝ) := by
    rw [Real.mul_rpow (pow_pos hm 3).le (pow_pos hk 12).le, ← Real.rpow_natCast m 3,
      ← Real.rpow_natCast k 12, ← Real.rpow_mul hm.le, ← Real.rpow_mul hk.le]
    norm_num
  have h0 := pw86_b86b_common_growth a b hc hm hk
  rw [key] at h0
  constructor
  · intro h
    have e := tendsto_nhds_unique h0 h
    rw [div_eq_one_iff_eq (Real.rpow_pos_of_pos hmk _).ne'] at e
    exact (Real.rpow_left_inj hc.le hmk.le (by norm_num)).mp e
  · intro h
    rw [← h, div_self (Real.rpow_pos_of_pos hc _).ne'] at h0
    exact h0

/-- An enhancement factor whose quotient by `s^(2/5)` has a positive limit grows beyond every
bound at large reduced gradient. -/
theorem unbounded_of_growth {F : ℝ → ℝ} {L : ℝ} (hL : 0 < L)
    (hF : Tendsto (fun s => F s / s ^ (2 / 5 : ℝ)) atTop (𝓝 L)) :
    Tendsto F atTop atTop := by
  have hp : Tendsto (fun s : ℝ => s ^ (2 / 5 : ℝ)) atTop atTop :=
    tendsto_rpow_atTop (by norm_num)
  refine (hF.pos_mul_atTop hL hp).congr' ?_
  filter_upwards [eventually_gt_atTop (0 : ℝ)] with s hs
  exact div_mul_cancel₀ _ (Real.rpow_pos_of_pos hs _).ne'

/-- For `c, m, k > 0` and any constant `B`, both the PW86 and the B86b factor exceed `B` at all
sufficiently large reduced gradients. -/
theorem both_exceed_every_bound (a b B : ℝ) {c m k : ℝ} (hc : 0 < c) (hm : 0 < m) (hk : 0 < k) :
    ∀ᶠ s in atTop, B < pw86 a b c s ∧ B < b86b m k s :=
  ((unbounded_of_growth (Real.rpow_pos_of_pos hc _) (pw86_growth a b hc)).eventually
    (eventually_gt_atTop B)).and
  ((unbounded_of_growth (mul_pos (Real.rpow_pos_of_pos hm _) (Real.rpow_pos_of_pos hk _))
    (b86b_growth hm hk)).eventually (eventually_gt_atTop B))

end

end ExchangeEnhancementGrowth
```

```lean
#print axioms ExchangeEnhancementGrowth.asymptotic_match_iff
#print axioms ExchangeEnhancementGrowth.both_exceed_every_bound
```

```
'ExchangeEnhancementGrowth.asymptotic_match_iff' depends on axioms: [propext, Classical.choice, Quot.sound]
'ExchangeEnhancementGrowth.both_exceed_every_bound' depends on axioms: [propext, Classical.choice, Quot.sound]
```

## Limits of functions of s, not of energies

The definitions `pw86 a b c s` and `b86b m k s` are the two enhancement factors as functions of real numbers. The annotation `: ℝ` on exponents such as `(1 / 15 : ℝ)` selects real powers and real division. In `Tendsto`, the filter `atTop` means s → ∞, and `𝓝 L` means convergence to L.

`pw86_growth` assumes only `0 < c`, and `b86b_growth` assumes `0 < m` and `0 < k`. These theorems state the two scaled limits. `pw86_b86b_common_growth` states the limit of the unscaled ratio, and `asymptotic_match_iff` gives the condition for that limit to be 1. In `both_exceed_every_bound`, the symbol `∀ᶠ s in atTop` says that there is a threshold beyond which both factors exceed the chosen `B`. The threshold may depend on `B` and on the parameters, and no formula for it is given.

With negative a or b, the PW86 polynomial may be negative at intermediate s; Lean still assigns a real value to the power there, but that value has no physical meaning as an enhancement factor. The limits concern only large s, where the polynomial is positive.

The step from these functions to a calculation is the substitution of s(r) from an actual density, followed by integration over space. The hypotheses say nothing about that density. Equal prefactors therefore imply neither equal exchange energies nor equal binding curves, and the limits of F give no statement about its derivatives, which enter the exchange potential. The theorems concern real numbers, so floating-point rounding is a separate matter.

Positivity of c matters for the divergence. If a = b = c = 0, PW86 is 1 for every s and never exceeds the bound `B` = 1, so `both_exceed_every_bound` would fail if `0 < c` were weakened to c ≥ 0. A milder case is a = c = 0 with b = 1. Then PW86 = (1 + s⁴)^(1/15) diverges, but only as s^(4/15), and its ratio to B86b tends to 0. The scaled PW86 limit is still c^(1/15) = 0, but the two factors no longer share a growth law.

## From factorisation to the matching condition

`pw86_factored` and `b86b_factored` are the two exact factorisations. In the first, `field_simp` and `ring` verify the polynomial identity, `Real.rpow_mul` combines the exponents 6 and 1/15, and `Real.mul_rpow` splits the power of the product. The last of these needs the bracket to be nonnegative, which is the hypothesis `hg`. The second lemma treats the denominator in the same way and uses s^(2/5) · s^(8/5) = s². It then replaces the real powers by single letters with `generalize`, so that `field_simp` can finish the cancellation.

`inverse_power_vanishes` supplies the limits of d/sⁿ for nonzero natural n; here n is an exponent, not the density. In `pw86_growth` these limits add up to g(s) → c, and `rpow_const` carries the limit through the power 1/15. The step `congr'` then exchanges g(s)^(1/15) for the scaled factor, which is allowed because the two agree for all large s. `filter_upwards` collects the two facts needed for this, s > 0 and a positive bracket.

`b86b_growth` adds the limits of 1/s^(2/5) and m/q(s)^(4/5). Its intermediate statement `hval` simplifies the constant, using m^(1/5) · m^(4/5) = m.

For the ratio, `pw86_b86b_common_growth` divides the two limits and cancels s^(2/5). `asymptotic_match_iff` first writes the B86b prefactor as (m³ k¹²)^(1/15). In the forward direction, uniqueness of limits makes the ratio of prefactors equal to 1, and `Real.rpow_left_inj` removes the fifteenth roots. In the reverse direction, substituting the condition turns the known limit into 1.

`unbounded_of_growth` holds for any function F whose quotient by s^(2/5) has a positive limit: it multiplies that quotient by the diverging power. `both_exceed_every_bound` applies it to each factor and joins the two conclusions.
